# Replacing a walk by a path when antisymmetric offsets sum to at most ε ≥ 0 per step round every simple cycle

The model is a graph with a real offset tabulated for each directed step; reversing a step changes the sign of its offset, and the offsets round any simple cycle sum to at most `eps` times its length, with `eps ≥ 0`. The theorem `exists_path_ge` states that for every walk there is a path, that is, a walk repeating no vertex, with the same ends and at least as large a value of the offset sum minus `eps` times the length. The graph need not be finite. The proof is by induction on the walk: a new first step is put before the path already found, and if this returns to its starting vertex, the loop is cut out. Such a loop is either a simple cycle, bounded by hypothesis, or a step back and forth, whose offsets cancel.

Lean 4 with Mathlib refuses this proof:

```lean
import Mathlib

open SimpleGraph

namespace ExistsPathGe

noncomputable section

variable {V : Type*} {G : SimpleGraph V}

/-- The sum of the tabulated offsets `D` along the directed steps of a walk. -/
def offsetSum (D : V → V → ℝ) {u v : V} (p : G.Walk u v) : ℝ :=
  (p.darts.map fun d => D d.fst d.snd).sum

/-- The empty walk has offset sum zero. -/
theorem offsetSum_nil (D : V → V → ℝ) (u : V) :
    offsetSum D (Walk.nil : G.Walk u u) = 0 := by
  simp [offsetSum]

/-- A first step from `u` to `v` adds the offset `D u v` to the sum along the rest of the walk. -/
theorem offsetSum_cons (D : V → V → ℝ) {u v w : V} (h : G.Adj u v) (p : G.Walk v w) :
    offsetSum D (Walk.cons h p) = D u v + offsetSum D p := by
  simp [offsetSum]

/-- Offset sums add when two walks are joined. -/
theorem offsetSum_append (D : V → V → ℝ) {u v w : V} (p : G.Walk u v) (q : G.Walk v w) :
    offsetSum D (p.append q) = offsetSum D p + offsetSum D q := by
  simp [offsetSum]

/-- Let `eps ≥ 0`, let `D` be antisymmetric on edges, and let every simple cycle have offset sum at
most `eps` times its length. Then each walk can be replaced by a path with the same ends whose
offset sum minus `eps` per step is at least as large. -/
theorem exists_path_ge {D : V → V → ℝ} {eps : ℝ} (heps : 0 ≤ eps)
    (hD : ∀ A B, G.Adj A B → D B A = -D A B)
    (hcyc : ∀ (A : V) (p : G.Walk A A), p.IsCycle → offsetSum D p ≤ eps * p.length)
    {u v : V} (p : G.Walk u v) :
    ∃ q : G.Walk u v, q.IsPath ∧
      offsetSum D p - eps * p.length ≤ offsetSum D q - eps * q.length := by
  classical
  -- an edge closed by a path is a simple cycle or a step back and forth
  have loop : ∀ {a x : V} (h : G.Adj a x) (t : G.Walk x a), t.IsPath →
      offsetSum D (Walk.cons h t) ≤ eps * (Walk.cons h t).length := by
    intro a x h t ht
    by_cases he : s(a, x) ∈ t.edges
    · cases t with
      | nil => simp at he
      | cons h' q =>
        rw [Walk.cons_isPath_iff] at ht
        rw [Walk.edges_cons, List.mem_cons] at he
        rcases he with he | he
        · rcases Sym2.eq_iff.1 he with ⟨h1, _⟩ | ⟨h1, _⟩
          · exact absurd h1 h.ne
          · subst h1
            have hq := Walk.isPath_iff_eq_nil q |>.1 ht.1
            subst hq
            have hanti := hD _ _ h
            simp only [offsetSum_cons, offsetSum_nil, Walk.length_cons, Walk.length_nil]
            push_cast
            linarith
        · exact absurd (q.snd_mem_support_of_mem_edges he) ht.2
    · exact hcyc _ _ ((Walk.cons_isCycle_iff _ _).2 ⟨ht, he⟩)
  induction p with
  | nil => exact ⟨Walk.nil, by simp, le_rfl⟩
  | @cons a x w h p ih =>
    obtain ⟨q, hq, hle⟩ := ih
    by_cases hu : a ∈ q.support
    · -- the path returns to its start: cut the loop out
      refine ⟨q.dropUntil a hu, hq.dropUntil hu, ?_⟩
      have hloop := loop h (q.takeUntil a hu) (hq.takeUntil hu)
      have hs := offsetSum_append D (q.takeUntil a hu) (q.dropUntil a hu)
      rw [Walk.take_spec] at hs
      have hl : (q.takeUntil a hu).length + (q.dropUntil a hu).length = q.length := by
        rw [← Walk.length_append, Walk.take_spec]
      have hl' : ((q.takeUntil a hu).length : ℝ) + (q.dropUntil a hu).length = q.length := by
        exact_mod_cast hl
      simp only [offsetSum_cons, Walk.length_cons, Nat.cast_add, Nat.cast_one] at hloop ⊢
      linear_combination hloop + hle + hs + eps * hl'
    · refine ⟨Walk.cons h q, (Walk.cons_isPath_iff _ _).2 ⟨hq, hu⟩, ?_⟩
      simp only [offsetSum_cons, Walk.length_cons, Nat.cast_add, Nat.cast_one]
      linarith

end

end ExistsPathGe
```

The compiler's answer:

```
Main.lean:54:23: warning: `SimpleGraph.Walk.isPath_iff_eq_nil` has been deprecated: Use `SimpleGraph.Walk.isPath_iff_nil` instead

Note: The updated constant has a different type:
  ∀ {V : Type u} {G : SimpleGraph V} {u : V} {p : G.Walk u u}, p.IsPath ↔ p.Nil
instead of
  ∀ {V : Type u} {G : SimpleGraph V} {u : V} {p : G.Walk u u}, p.IsPath ↔ p = Walk.nil
Main.lean:54:23: error: Function expected at
  Walk.isPath_iff_eq_nil
but this term has type
  Walk.IsPath ?m.318 ↔ ?m.318 = Walk.nil

Note: Expected a function because this term is being applied to the argument
  q
```

What went wrong. The error is in the back-and-forth case, where `q` is a path from a vertex to itself and must be shown to be empty. In `Walk.isPath_iff_eq_nil` the walk is an implicit argument, so the name already stands for an equivalence, and Lean can't apply it to `q` as if it were a function.

The warning is a separate matter: the lemma is deprecated. Its suggested replacement also takes the walk implicitly, and it concludes `p.Nil` instead of the equation `p = Walk.nil`, which the following `subst` needs.

The repair uses neither lemma and splits `q` into its two possible forms with `cases`. If `q` is empty, the old calculation is kept, only indented. If `q` has a first step followed by `q'`, then `Walk.cons_isPath_iff` says that the starting vertex is not on `q'`. But `q'` ends at that very vertex, so `q'.end_mem_support` gives the contradiction.

The mended proof, as a diff:

```diff
@@ -52,10 +52,12 @@
           · exact absurd h1 h.ne
           · subst h1
-            have hq := Walk.isPath_iff_eq_nil q |>.1 ht.1
-            subst hq
-            have hanti := hD _ _ h
-            simp only [offsetSum_cons, offsetSum_nil, Walk.length_cons, Walk.length_nil]
-            push_cast
-            linarith
+            cases q with
+            | nil =>
+              have hanti := hD _ _ h
+              simp only [offsetSum_cons, offsetSum_nil, Walk.length_cons, Walk.length_nil]
+              push_cast
+              linarith
+            | cons _ q' =>
+              exact absurd q'.end_mem_support ((Walk.cons_isPath_iff _ _).1 ht.1).2
         · exact absurd (q.snd_mem_support_of_mem_edges he) ht.2
     · exact hcyc _ _ ((Walk.cons_isCycle_iff _ _).2 ⟨ht, he⟩)
```
